# Bounds on the arctangent by its Taylor polynomials for non-negative argument

For every real `x ≥ 0`, the theorem states that arctan x ≤ x and that x − x³/3 ≤ arctan x ≤ x − x³/3 + x⁵/5. This is a pure inequality of real analysis: no physical system or model enters, and the only assumption is that `x` is non-negative. The attempt writes each bound as the claim that a certain difference is non-negative at `x`. Each difference vanishes at zero and has derivative y²/(1 + y²), y⁴/(1 + y²) or y⁶/(1 + y²), which is never negative, so the difference is monotone and the bound follows.

The failing Lean file:

```lean
import Mathlib

open MeasureTheory Set Filter
open scoped Real Topology

namespace ArctanBounds

noncomputable section

/-- For `x ≥ 0` the arctangent lies below `x`, and between its Taylor polynomials of
third and fifth order. -/
theorem arctan_bounds {x : ℝ} (hx : 0 ≤ x) :
    Real.arctan x ≤ x ∧ x - x ^ 3 / 3 ≤ Real.arctan x ∧
      Real.arctan x ≤ x - x ^ 3 / 3 + x ^ 5 / 5 := by
  -- a function that starts at zero and has nonnegative slope is nonnegative
  have key : ∀ f f' : ℝ → ℝ, f 0 = 0 → (∀ y, HasDerivAt f (f' y) y) →
      (∀ y, 0 ≤ f' y) → 0 ≤ f x := by
    intro f f' h0 hd hp
    have hm : Monotone f := monotone_of_deriv_nonneg
      (fun y => (hd y).differentiableAt) (fun y => by rw [(hd y).deriv]; exact hp y)
    have h := hm hx
    rwa [h0] at h
  have h3 : ∀ y : ℝ, HasDerivAt (fun y : ℝ => y ^ 3 / 3) (y ^ 2) y := fun y =>
    ((hasDerivAt_pow 3 y).div_const 3).congr_deriv (by norm_num)
  have h5 : ∀ y : ℝ, HasDerivAt (fun y : ℝ => y ^ 5 / 5) (y ^ 4) y := fun y =>
    ((hasDerivAt_pow 5 y).div_const 5).congr_deriv (by norm_num)
  have a := key (fun y => y - Real.arctan y) (fun y => y ^ 2 / (1 + y ^ 2)) (by simp)
    (fun y => ((hasDerivAt_id' y).fun_sub (Real.hasDerivAt_arctan y)).congr_deriv (by
      have : 1 + y ^ 2 ≠ 0 := by positivity
      field_simp <;> ring)) (fun y => by positivity)
  have b := key (fun y => Real.arctan y - (y - y ^ 3 / 3)) (fun y => y ^ 4 / (1 + y ^ 2))
    (by simp)
    (fun y => ((Real.hasDerivAt_arctan y).fun_sub
      ((hasDerivAt_id' y).fun_sub (h3 y))).congr_deriv (by
      have : 1 + y ^ 2 ≠ 0 := by positivity
      field_simp <;> ring)) (fun y => by positivity)
  have c := key (fun y => y - y ^ 3 / 3 + y ^ 5 / 5 - Real.arctan y)
    (fun y => y ^ 6 / (1 + y ^ 2)) (by simp)
    (fun y => ((((hasDerivAt_id' y).fun_sub (h3 y)).fun_add (h5 y)).fun_sub
      (Real.hasDerivAt_arctan y)).congr_deriv (by
      have : 1 + y ^ 2 ≠ 0 := by positivity
      field_simp <;> ring)) (fun y => by positivity)
  dsimp only at a b c
  exact ⟨by linarith, by linarith, by linarith⟩

end

end ArctanBounds
```

Compiling this gives:

```
Main.lean:43:2: error: `dsimp` made no progress
```

Diagnosis. The one error says that `dsimp only at a b c` found nothing to simplify in any of the three hypotheses. The line was there to turn applied functions, such as `(fun y => y - Real.arctan y) x`, into plain expressions in `x`. But when `key` is applied to an explicit function, Lean already gives the result in reduced form, so `a` reads `0 ≤ x - Real.arctan x` from the start, and `b` and `c` are likewise plain. `dsimp` treats having nothing to do as an error, and so the proof stopped there. Deleting the line cures this, and `linarith` then gets the three inequalities from the hypotheses as they stand.

The other changes, from `field_simp <;> ring` to `field_simp` and `ring` on separate lines, are mere tidying. The first form runs `ring` on every goal that `field_simp` leaves, the second on the one goal that is left here. No message concerned those steps.

Fix (accepted with no message):

```diff
@@ -28,5 +28,6 @@
     (fun y => ((hasDerivAt_id' y).fun_sub (Real.hasDerivAt_arctan y)).congr_deriv (by
       have : 1 + y ^ 2 ≠ 0 := by positivity
-      field_simp <;> ring)) (fun y => by positivity)
+      field_simp
+      ring)) (fun y => by positivity)
   have b := key (fun y => Real.arctan y - (y - y ^ 3 / 3)) (fun y => y ^ 4 / (1 + y ^ 2))
     (by simp)
@@ -34,5 +35,6 @@
       ((hasDerivAt_id' y).fun_sub (h3 y))).congr_deriv (by
       have : 1 + y ^ 2 ≠ 0 := by positivity
-      field_simp <;> ring)) (fun y => by positivity)
+      field_simp
+      ring)) (fun y => by positivity)
   have c := key (fun y => y - y ^ 3 / 3 + y ^ 5 / 5 - Real.arctan y)
     (fun y => y ^ 6 / (1 + y ^ 2)) (by simp)
@@ -40,6 +42,7 @@
       (Real.hasDerivAt_arctan y)).congr_deriv (by
       have : 1 + y ^ 2 ≠ 0 := by positivity
-      field_simp <;> ring)) (fun y => by positivity)
-  dsimp only at a b c
+      field_simp
+      ring)) (fun y => by positivity)
+
   exact ⟨by linarith, by linarith, by linarith⟩
 
```
